# The mass-action product as a strict upper bound on $np$ for Fermi occupations

Let $e_i$ ($i \in s$) be finitely many conduction levels and $h_j$ ($j \in t$) finitely many valence levels, with $s$ and $t$ nonempty. At inverse temperature $\beta$ and chemical potential $\mu$, let $f(\varepsilon) = 1/(1+e^{\beta(\varepsilon-\mu)})$ be the Fermi occupation of a level of energy $\varepsilon$, $n = \sum_{i\in s} f(e_i)$ the electron number and $p = \sum_{j\in t} (1-f(h_j))$ the hole number. Then for every $\mu$

$$n\,p \;<\; Z_c Z_v, \qquad Z_c = \sum_{i\in s} e^{-\beta e_i}, \qquad Z_v = \sum_{j\in t} e^{\beta h_j}.$$

## Physical setting

The electrons are independent and in equilibrium, and a hole is an empty valence level. In the non-degenerate approximation each occupation is replaced by its Boltzmann factor, which gives

$$n_B = \sum_{i\in s} e^{-\beta(e_i-\mu)}, \qquad p_B = \sum_{j\in t} e^{\beta(h_j-\mu)}.$$

The mass-action law says that $n_B p_B$ does not depend on $\mu$. With Fermi occupations that equality becomes the strict inequality above. For non-interacting electrons on a fixed finite set of levels, such as the band energies of a calculation on a finite k-point grid with equal weights, $Z_c Z_v$ therefore bounds the carrier product from above wherever doping places $\mu$.

## Statement

1. `mass_action_boltzmann`: $n_B p_B = Z_c Z_v$ for all real $\beta$, $\mu$ and all finite $s$, $t$.
2. `mass_action_fermi_lt`: if $s$ and $t$ are nonempty, $np < Z_c Z_v$ for all real $\beta$ and $\mu$.
3. `mass_action_fermi_ge`: if $\beta \ge 0$ and the reals $E_c$, $E_v$ satisfy $E_c \le e_i$ for $i \in s$ and $h_j \le E_v$ for $j \in t$, then
$$\frac{Z_c Z_v}{\left(1+e^{-\beta(E_c-\mu)}\right)\left(1+e^{-\beta(\mu-E_v)}\right)} \;\le\; n\,p .$$
4. `band_product_gap_form`: for arbitrary reals $E_c$, $E_v$, $Z_c Z_v = N_c N_v\, e^{-\beta(E_c-E_v)}$, where $N_c = \sum_{i\in s} e^{-\beta(e_i-E_c)}$ and $N_v = \sum_{j\in t} e^{-\beta(E_v-h_j)}$.
5. `boltzmann_neutral_iff`: if $s$ and $t$ are nonempty and $\beta \ne 0$, then $n_B = p_B$ if and only if $\mu$ equals the intrinsic level $\mu_0 = \ln(Z_v/Z_c)/(2\beta)$.
6. `neutral_lt_sqrt`: if $s$ and $t$ are nonempty and $n = p$, then $n < \sqrt{Z_c Z_v}$.

## Derivation

*Occupations.* Put $b = e^{-\beta(\varepsilon-\mu)}$ and $c = e^{\beta(\varepsilon-\mu)} = 1/b$. Both are positive whatever the sign of $\beta$. Multiplying numerator and denominator of $f$ by $b$, and subtracting $f$ from $1$, gives

$$f(\varepsilon) = \frac{1}{1+c} = \frac{b}{1+b}, \qquad 1-f(\varepsilon) = \frac{(1+c)-1}{1+c} = \frac{c}{1+c}.$$

*Comparison with Boltzmann factors.* For $x>0$ the denominator $1+x$ exceeds $1$, so $0 < x/(1+x) < x$. Write $b_i = e^{-\beta(e_i-\mu)}$ and $c_j = e^{\beta(h_j-\mu)}$. Summing over $s$ and over $t$, each with at least one term, gives $0 < n < n_B$ and $0 < p < p_B$.

*The Boltzmann product.* Since $b_i = e^{\beta\mu}e^{-\beta e_i}$ and $c_j = e^{-\beta\mu}e^{\beta h_j}$, the factor that depends on $\mu$ comes out of each sum:

$$n_B = e^{\beta\mu} Z_c, \qquad p_B = e^{-\beta\mu} Z_v, \qquad n_B p_B = e^{\beta\mu}e^{-\beta\mu} Z_c Z_v = Z_c Z_v .$$

*Upper bound.* Multiply $n < n_B$ by $p > 0$ and $p < p_B$ by $n_B > 0$: $np < n_B\, p < n_B p_B = Z_c Z_v$.

*Lower bound.* Put $B = e^{-\beta(E_c-\mu)}$ and $C = e^{-\beta(\mu-E_v)}$. From $\beta \ge 0$ and $e_i \ge E_c$ follows $\beta(e_i-E_c) \ge 0$, hence $b_i \le B$ and $b_i/(1+b_i) \ge b_i/(1+B)$. Summing gives $n \ge n_B/(1+B)$. Likewise $\beta(E_v-h_j)\ge 0$ gives $c_j \le C$ and $p \ge p_B/(1+C)$. All four quantities are non-negative, so the inequalities multiply to $np \ge n_B p_B/((1+B)(1+C)) = Z_c Z_v/((1+B)(1+C))$. If for instance $\beta(E_c-\mu) \ge 3$ and $\beta(\mu-E_v)\ge 3$, the denominator is at most $(1+e^{-3})^2 \approx 1.10$.

*Gap form.* For each pair $(i,j)$ the exponents agree, $-\beta e_i + \beta h_j = -\beta(e_i-E_c) - \beta(E_v-h_j) - \beta(E_c-E_v)$. Exponentiating and summing over all pairs gives item 4.

*Intrinsic level.* The condition $e^{\beta\mu}Z_c = e^{-\beta\mu}Z_v$ is equivalent to $e^{2\beta\mu} = Z_v/Z_c$, because $Z_c>0$. As $Z_v/Z_c>0$, this is equivalent to $2\beta\mu = \ln(Z_v/Z_c)$, and for $\beta\neq0$ to $\mu=\mu_0$.

*Fermi neutrality.* If $n=p$, the upper bound reads $n^2 < Z_cZ_v$, so $n<\sqrt{Z_cZ_v}$.

*A small instance.* Take $\beta=1$, two conduction levels $e_1=e_2=\ln 4$ and one valence level $h_1=-\ln 8$. Then $Z_c = 1/2$, $Z_v = 1/8$, $Z_cZ_v = 1/16$ and $\mu_0 = \tfrac12\ln\tfrac14 = -\ln 2$. With $E_c=\ln 4$ and $E_v=-\ln 8$ the gap form reads $2\cdot1\cdot\tfrac1{32} = \tfrac1{16}$. At $\mu=\mu_0$ one has $b_1=b_2=1/8$ and $c_1=1/4$, so $n_B=p_B=1/4$, while $n = 2/9$ and $p=1/5$. The product is $np = 2/45 \approx 0.044 < 0.0625$. The lower bound is $\tfrac1{16}/(\tfrac98\cdot\tfrac54) = 2/45$, attained because every level sits at its band edge. At $\mu=\ln4$ one has $n=1$, $p=1/33$, $n_B=2$, $p_B=1/32$: the Boltzmann product is unchanged and $np$ has fallen to $1/33$. These numbers, like the estimate $1.10$ above, are arithmetic on paper that Lean has not checked.

*An easy mistake.* It is tempting to read item 5 as saying that $n=p$ at $\mu_0$. The instance refutes this, since $2/9\neq1/5$ there. With $x=e^{\mu}$ its Fermi neutrality condition is $2x/(4+x) = 1/(1+8x)$, that is $16x^2+x-4=0$, whose positive root $x\approx0.470$ differs from $e^{\mu_0}=1/2$. At that root $n=p\approx0.210$, below $\sqrt{Z_cZ_v} = 1/4$ as item 6 requires.

## What the formal version assumes

The levels are functions `e : ι → ℝ` and `h : κ → ℝ` on arbitrary index types, and `s : Finset ι`, `t : Finset κ` select the finitely many indices that are summed. A degenerate level, spin included, is a value taken at several indices. The definitions `fermi`, `electrons`, `holes`, `electronsB`, `holesB`, `Zc`, `Zv` and `intrinsicLevel` are $f$, $n$, $p$, $n_B$, $p_B$, $Z_c$, $Z_v$ and $\mu_0$. The sums $N_c$ and $N_v$ have no names and are written out in `band_product_gap_form`.

The Fermi function is a definition and is not derived from a grand canonical ensemble. The levels do not depend on $\mu$ or on their filling, electrons and holes share one $\mu$, and $n$, $p$ are numbers of carriers, with no volume. Dopants do not appear; $\mu$ is a free parameter. What is proved as the mass-action equality concerns the Boltzmann numbers of finite sums, and $N_c$, $N_v$ are those sums, not the effective densities of states of parabolic bands.

The hypotheses `hs : s.Nonempty` and `ht : t.Nonempty` give the strictness: with $s$ empty, item 2 would read $0<0$. One level on each side is enough. Items 1, 3 and 4 also hold for empty sets. Item 2 asks for no gap and no ordering of conduction against valence levels, and it takes `β` as any real number, of which the physical case $\beta>0$ is a part. The sign enters only through `hβ : 0 ≤ β` in item 3, where `he` and `hh` make $E_c$ a lower bound of the conduction levels and $E_v$ an upper bound of the valence levels. These bounds need not be attained, and $\mu$ need not lie between them. In item 5 the hypothesis `β ≠ 0` is needed: at $\beta=0$ the numbers $n_B$, $p_B$ are the sizes of $s$ and $t$ for every $\mu$, whereas Lean's division by zero makes `intrinsicLevel` equal to $0$. In item 6 neutrality is the hypothesis `hneutral`; no theorem asserts that such a $\mu$ exists or is unique.

The levels could instead have been modelled as a finite set of real energies. Equal energies would then merge, so the instance above would have $Z_c=1/4$, and degeneracies would have to return as explicit positive weights in every sum. A continuous density of states would turn the sums into integrals, with integrability of the Boltzmann factors and non-zero total weight as hypotheses in place of finiteness and nonemptiness.

## The file

```lean
import Mathlib

open Finset

namespace MassActionLaw

noncomputable section

variable {ι κ : Type*}

/-- Fermi occupation of a level of energy `ε` at inverse temperature `β` and chemical
potential `μ`. -/
def fermi (β μ ε : ℝ) : ℝ := 1 / (1 + Real.exp (β * (ε - μ)))

/-- Electron number `n = ∑ f(e_i)` in the conduction levels. -/
def electrons (s : Finset ι) (e : ι → ℝ) (β μ : ℝ) : ℝ := ∑ i ∈ s, fermi β μ (e i)

/-- Hole number `p = ∑ (1 - f(h_j))` in the valence levels. -/
def holes (t : Finset κ) (h : κ → ℝ) (β μ : ℝ) : ℝ := ∑ j ∈ t, (1 - fermi β μ (h j))

/-- Electron number with Boltzmann occupations, `∑ exp(-β(e_i - μ))`. -/
def electronsB (s : Finset ι) (e : ι → ℝ) (β μ : ℝ) : ℝ :=
  ∑ i ∈ s, Real.exp (-(β * (e i - μ)))

/-- Hole number with Boltzmann occupations, `∑ exp(β(h_j - μ))`. -/
def holesB (t : Finset κ) (h : κ → ℝ) (β μ : ℝ) : ℝ :=
  ∑ j ∈ t, Real.exp (β * (h j - μ))

/-- Conduction-band sum over states `Zc = ∑ exp(-β e_i)`. -/
def Zc (s : Finset ι) (e : ι → ℝ) (β : ℝ) : ℝ := ∑ i ∈ s, Real.exp (-(β * e i))

/-- Valence-band sum over states `Zv = ∑ exp(β h_j)`. -/
def Zv (t : Finset κ) (h : κ → ℝ) (β : ℝ) : ℝ := ∑ j ∈ t, Real.exp (β * h j)

/-- The intrinsic level of the Boltzmann approximation, `log(Zv / Zc) / (2β)`. -/
def intrinsicLevel (s : Finset ι) (e : ι → ℝ) (t : Finset κ) (h : κ → ℝ) (β : ℝ) : ℝ :=
  Real.log (Zv t h β / Zc s e β) / (2 * β)

/-- The electron occupation `f` and the hole occupation `1 - f` both have the form
`b / (1 + b)`, with `b` the corresponding Boltzmann factor. -/
theorem occupation_forms (β μ ε : ℝ) :
    fermi β μ ε = Real.exp (-(β * (ε - μ))) / (1 + Real.exp (-(β * (ε - μ)))) ∧
    1 - fermi β μ ε = Real.exp (β * (ε - μ)) / (1 + Real.exp (β * (ε - μ))) := by
  have hy := Real.exp_pos (β * (ε - μ))
  have h1 : 1 + Real.exp (β * (ε - μ)) ≠ 0 := by positivity
  have h2 : 1 + (Real.exp (β * (ε - μ)))⁻¹ ≠ 0 := by positivity
  unfold fermi
  constructor
  · rw [Real.exp_neg, div_eq_div_iff h1 h2]
    have hinv := inv_mul_cancel₀ hy.ne'
    linear_combination -hinv
  · rw [one_sub_div h1]
    congr 1
    ring

/-- For a nonempty set of conduction levels, the Fermi electron number is positive and
strictly below its Boltzmann value. -/
theorem electrons_lt_boltzmann {s : Finset ι} (hs : s.Nonempty) (e : ι → ℝ) (β μ : ℝ) :
    0 < electrons s e β μ ∧ electrons s e β μ < electronsB s e β μ := by
  constructor
  · refine sum_pos (fun i _ => ?_) hs
    unfold fermi
    positivity
  · refine sum_lt_sum_of_nonempty hs (fun i _ => ?_)
    rw [(occupation_forms β μ (e i)).1]
    have hb := Real.exp_pos (-(β * (e i - μ)))
    exact div_lt_self hb (by linarith)

/-- For a nonempty set of valence levels, the Fermi hole number is positive and strictly
below its Boltzmann value. -/
theorem holes_lt_boltzmann {t : Finset κ} (ht : t.Nonempty) (h : κ → ℝ) (β μ : ℝ) :
    0 < holes t h β μ ∧ holes t h β μ < holesB t h β μ := by
  constructor
  · refine sum_pos (fun j _ => ?_) ht
    rw [(occupation_forms β μ (h j)).2]
    positivity
  · refine sum_lt_sum_of_nonempty ht (fun j _ => ?_)
    rw [(occupation_forms β μ (h j)).2]
    have hb := Real.exp_pos (β * (h j - μ))
    exact div_lt_self hb (by linarith)

/-- The Boltzmann electron and hole numbers are `exp(βμ) Zc` and `exp(-βμ) Zv`. -/
theorem boltzmann_factor (s : Finset ι) (e : ι → ℝ) (t : Finset κ) (h : κ → ℝ) (β μ : ℝ) :
    electronsB s e β μ = Real.exp (β * μ) * Zc s e β ∧
    holesB t h β μ = Real.exp (-(β * μ)) * Zv t h β := by
  unfold electronsB holesB Zc Zv
  constructor
  · rw [mul_sum]
    refine sum_congr rfl (fun i _ => ?_)
    rw [← Real.exp_add]
    congr 1
    ring
  · rw [mul_sum]
    refine sum_congr rfl (fun j _ => ?_)
    rw [← Real.exp_add]
    congr 1
    ring

/-- Mass-action law: with Boltzmann occupations the product of electron and hole numbers
equals `Zc Zv` for every `μ`. -/
theorem mass_action_boltzmann (s : Finset ι) (e : ι → ℝ) (t : Finset κ) (h : κ → ℝ)
    (β μ : ℝ) : electronsB s e β μ * holesB t h β μ = Zc s e β * Zv t h β := by
  obtain ⟨h1, h2⟩ := boltzmann_factor s e t h β μ
  -- the fugacity cancels between electrons and holes
  have h3 : Real.exp (β * μ) * Real.exp (-(β * μ)) = 1 := by
    rw [← Real.exp_add, add_neg_cancel, Real.exp_zero]
  rw [h1, h2]
  linear_combination (Zc s e β * Zv t h β) * h3

/-- With Fermi occupations of nonempty sets of conduction and valence levels,
`n p < Zc Zv` for every `μ` and every real `β`. -/
theorem mass_action_fermi_lt {s : Finset ι} (hs : s.Nonempty) (e : ι → ℝ)
    {t : Finset κ} (ht : t.Nonempty) (h : κ → ℝ) (β μ : ℝ) :
    electrons s e β μ * holes t h β μ < Zc s e β * Zv t h β := by
  obtain ⟨hn, hn'⟩ := electrons_lt_boltzmann hs e β μ
  obtain ⟨hp, hp'⟩ := holes_lt_boltzmann ht h β μ
  rw [← mass_action_boltzmann s e t h β μ]
  exact mul_lt_mul'' hn' hp' hn.le hp.le

/-- If `β ≥ 0`, conduction levels lie at or above `Ec` and valence levels at or below `Ev`,
then `n p` is at least `Zc Zv / ((1 + exp(-β(Ec - μ))) (1 + exp(-β(μ - Ev))))`. -/
theorem mass_action_fermi_ge (s : Finset ι) (e : ι → ℝ) (t : Finset κ) (h : κ → ℝ)
    {β : ℝ} (hβ : 0 ≤ β) (μ Ec Ev : ℝ) (he : ∀ i ∈ s, Ec ≤ e i) (hh : ∀ j ∈ t, h j ≤ Ev) :
    Zc s e β * Zv t h β /
        ((1 + Real.exp (-(β * (Ec - μ)))) * (1 + Real.exp (-(β * (μ - Ev)))))
      ≤ electrons s e β μ * holes t h β μ := by
  -- each Boltzmann factor is at most its value at the band edge
  have hn : electronsB s e β μ / (1 + Real.exp (-(β * (Ec - μ)))) ≤ electrons s e β μ := by
    unfold electronsB electrons
    rw [sum_div]
    refine sum_le_sum (fun i hi => ?_)
    rw [(occupation_forms β μ (e i)).1]
    have hle : Real.exp (-(β * (e i - μ))) ≤ Real.exp (-(β * (Ec - μ))) :=
      Real.exp_le_exp.2 (by nlinarith [mul_nonneg hβ (sub_nonneg.2 (he i hi))])
    exact div_le_div_of_nonneg_left (Real.exp_pos _).le (by positivity) (by linarith)
  have hp : holesB t h β μ / (1 + Real.exp (-(β * (μ - Ev)))) ≤ holes t h β μ := by
    unfold holesB holes
    rw [sum_div]
    refine sum_le_sum (fun j hj => ?_)
    rw [(occupation_forms β μ (h j)).2]
    have hle : Real.exp (β * (h j - μ)) ≤ Real.exp (-(β * (μ - Ev))) :=
      Real.exp_le_exp.2 (by nlinarith [mul_nonneg hβ (sub_nonneg.2 (hh j hj))])
    exact div_le_div_of_nonneg_left (Real.exp_pos _).le (by positivity) (by linarith)
  have hnB : 0 ≤ electronsB s e β μ := sum_nonneg (fun i _ => (Real.exp_pos _).le)
  have hpB : 0 ≤ holesB t h β μ := sum_nonneg (fun j _ => (Real.exp_pos _).le)
  rw [← mass_action_boltzmann s e t h β μ, ← div_mul_div_comm]
  exact mul_le_mul hn hp (div_nonneg hpB (by positivity))
    (le_trans (div_nonneg hnB (by positivity)) hn)

/-- With levels measured from reference energies `Ec` and `Ev`, the product `Zc Zv` is
`(∑ exp(-β(e_i - Ec))) (∑ exp(-β(Ev - h_j))) exp(-β(Ec - Ev))`. -/
theorem band_product_gap_form (s : Finset ι) (e : ι → ℝ) (t : Finset κ) (h : κ → ℝ)
    (β Ec Ev : ℝ) :
    Zc s e β * Zv t h β =
      (∑ i ∈ s, Real.exp (-(β * (e i - Ec)))) * (∑ j ∈ t, Real.exp (-(β * (Ev - h j)))) *
        Real.exp (-(β * (Ec - Ev))) := by
  unfold Zc Zv
  rw [sum_mul_sum, sum_mul_sum, sum_mul]
  refine sum_congr rfl (fun i _ => ?_)
  rw [sum_mul]
  refine sum_congr rfl (fun j _ => ?_)
  rw [← Real.exp_add, ← Real.exp_add, ← Real.exp_add]
  congr 1
  ring

/-- For nonempty sets of conduction and valence levels and `β ≠ 0`, the Boltzmann electron
and hole numbers are equal exactly when `μ` is the
intrinsic level. -/
theorem boltzmann_neutral_iff {s : Finset ι} (hs : s.Nonempty) (e : ι → ℝ)
    {t : Finset κ} (ht : t.Nonempty) (h : κ → ℝ) {β : ℝ} (hβ : β ≠ 0) (μ : ℝ) :
    electronsB s e β μ = holesB t h β μ ↔ μ = intrinsicLevel s e t h β := by
  obtain ⟨h1, h2⟩ := boltzmann_factor s e t h β μ
  have hc : 0 < Zc s e β := sum_pos (fun i _ => Real.exp_pos _) hs
  have hv : 0 < Zv t h β := sum_pos (fun j _ => Real.exp_pos _) ht
  have key : Real.exp (μ * (2 * β)) * Real.exp (-(β * μ)) = Real.exp (β * μ) := by
    rw [← Real.exp_add]
    congr 1
    ring
  unfold intrinsicLevel
  rw [h1, h2, eq_div_iff (mul_ne_zero two_ne_zero hβ)]
  -- both sides say exp(2βμ) = Zv / Zc
  constructor
  · intro H
    have hq : Zv t h β / Zc s e β = Real.exp (μ * (2 * β)) := by
      rw [div_eq_iff hc.ne']
      apply mul_left_cancel₀ (Real.exp_pos (-(β * μ))).ne'
      linear_combination -H - Zc s e β * key
    rw [hq, Real.log_exp]
  · intro H
    have hq : Real.exp (μ * (2 * β)) * Zc s e β = Zv t h β := by
      rw [H, Real.exp_log (div_pos hv hc), div_mul_cancel₀ _ hc.ne']
    linear_combination Real.exp (-(β * μ)) * hq - Zc s e β * key

/-- For nonempty sets of conduction and valence levels, if the Fermi electron and hole
numbers are equal, their common value is strictly below
`√(Zc Zv)`. -/
theorem neutral_lt_sqrt {s : Finset ι} (hs : s.Nonempty) (e : ι → ℝ)
    {t : Finset κ} (ht : t.Nonempty) (h : κ → ℝ) (β μ : ℝ)
    (hneutral : electrons s e β μ = holes t h β μ) :
    electrons s e β μ < Real.sqrt (Zc s e β * Zv t h β) := by
  have hlt := mass_action_fermi_lt hs e ht h β μ
  rw [← hneutral, ← sq] at hlt
  exact Real.lt_sqrt_of_sq_lt hlt

end

end MassActionLaw
```

```lean
#print axioms MassActionLaw.mass_action_fermi_lt
#print axioms MassActionLaw.band_product_gap_form
#print axioms MassActionLaw.boltzmann_neutral_iff
#print axioms MassActionLaw.neutral_lt_sqrt
```

```
'MassActionLaw.mass_action_fermi_lt' depends on axioms: [propext, Classical.choice, Quot.sound]
'MassActionLaw.band_product_gap_form' depends on axioms: [propext, Classical.choice, Quot.sound]
'MassActionLaw.boltzmann_neutral_iff' depends on axioms: [propext, Classical.choice, Quot.sound]
'MassActionLaw.neutral_lt_sqrt' depends on axioms: [propext, Classical.choice, Quot.sound]
```

## Notes on the proof

`occupation_forms` is the first step of the derivation. For $f=b/(1+b)$, `Real.exp_neg` writes $b$ as $c^{-1}$ and `div_eq_div_iff` cross-multiplies, leaving $1\cdot(1+c^{-1}) = c^{-1}(1+c)$. The two sides differ by $1-c^{-1}c$, which `linear_combination -hinv` cancels using $c^{-1}c=1$. For $1-f$, `one_sub_div` forms the common denominator and the numerators are compared.

`electrons_lt_boltzmann` and `holes_lt_boltzmann` reduce to one level at a time. `sum_pos` and `sum_lt_sum_of_nonempty` lift a strict inequality for each term to the sum, and both consume the nonemptiness hypothesis. The termwise inequality $x/(1+x)<x$ is `div_lt_self`, given $x>0$ and $1<1+x$.

`boltzmann_factor` moves the prefactor $e^{\pm\beta\mu}$ into the sum with `mul_sum` and compares terms. `mass_action_boltzmann` substitutes both factorisations; `h3` is $e^{\beta\mu}e^{-\beta\mu}=1$, and the goal is `h3` multiplied by $Z_cZ_v$. `mass_action_fermi_lt` rewrites $Z_cZ_v$ back into $n_Bp_B$ and applies `mul_lt_mul''`, which multiplies two strict inequalities whose smaller sides are non-negative.

In `mass_action_fermi_ge`, `hn` and `hp` are $n_B/(1+B)\le n$ and $p_B/(1+C)\le p$. Each distributes the division with `sum_div`. The fact `hle` is $b_i\le B$ (or $c_j \le C$): `Real.exp_le_exp` reduces it to the exponents, and `nlinarith` closes that from the product $\beta(e_i-E_c)\ge0$ (or $\beta(E_v-h_j)\ge0$) supplied as a hint. `div_le_div_of_nonneg_left` says that the larger denominator gives the smaller quotient. At the end `div_mul_div_comm` splits the left side into two quotients and `mul_le_mul` multiplies the bounds.

`band_product_gap_form` expands both products into double sums over $(i,j)$ with `sum_mul_sum`, carries the gap factor inside with `sum_mul`, and checks the identity of exponents for each pair.

`boltzmann_neutral_iff` first clears the denominator $2\beta$ with `eq_div_iff`, so the right side becomes $\mu\cdot 2\beta=\ln(Z_v/Z_c)$. The fact `key` is $e^{2\beta\mu}e^{-\beta\mu}=e^{\beta\mu}$. Forwards, `hq` states $Z_v/Z_c=e^{2\beta\mu}$; it is proved after multiplying through by $Z_c$ and by $e^{-\beta\mu}$, and `Real.log_exp` finishes. Backwards, `Real.exp_log` uses $Z_v/Z_c>0$ to get $e^{2\beta\mu}Z_c=Z_v$, which multiplied by $e^{-\beta\mu}$ is the neutrality condition. `neutral_lt_sqrt` rewrites $np$ as $n^2$ and applies `Real.lt_sqrt_of_sq_lt`.

One pattern recurs and transfers to other identities in which each side is a product of exponentials and the total exponents agree as polynomials. `rw [← Real.exp_add]`, repeated as often as needed, merges each side into a single exponential; `congr 1` replaces the goal by the equality of the exponents; `ring` proves that polynomial identity. When exponentials are multiplied by other quantities such as $Z_c$, the exponential identity is stated separately, as with `h3` and `key`, and handed to `linear_combination` with the right multiplier, which then treats each exponential as an independent variable.
